# On oscillator levels 0, 1, 2 the normal-ordered square of a + a† has minimum expectation 2 − √6

A single field mode in its vacuum still fluctuates: with $\varphi=a+a^\dagger$ and $[a,a^\dagger]=1$, the vacuum expectation of $\varphi^2$ is 1. Normal ordering removes this value and leaves
$$:\!\varphi^2\!:\;=a^2+2a^\dagger a+a^{\dagger 2}.$$
Although it is written as a square, its expectation can be negative. How negative can it become when the mode holds at most two quanta?

```lean
import Mathlib

open Matrix

namespace NegativeWickSquare

noncomputable section
```

## At most two quanta

The state is $v=(v_0,v_1,v_2)$, where $v_n$ is the amplitude of level $n$. The operator $a$ takes level 1 to level 0, and level 2 to $\sqrt2$ times level 1.

```lean
/-- The lowering operator `a` on the oscillator levels 0, 1, 2. -/
def lower : Matrix (Fin 3) (Fin 3) ℝ :=
  !![0, 1, 0; 0, 0, √2; 0, 0, 0]

/-- The normal-ordered square `a² + 2 a†a + a†²` of the field `a + a†` on levels 0, 1, 2. -/
def wickSquare : Matrix (Fin 3) (Fin 3) ℝ :=
  lower * lower + (2 : ℝ) • (lowerᵀ * lower) + lowerᵀ * lowerᵀ
```

The field itself can raise level 2 to level 3, so `field` has four rows. A $3\times3$ field matrix would lose that contribution when squared.

```lean
/-- The field `a + a†` as a map from levels 0, 1, 2 to levels 0, 1, 2, 3. -/
def field : Matrix (Fin 4) (Fin 3) ℝ :=
  !![0, 1, 0; 1, 0, √2; 0, √2, 0; 0, 0, √3]
```

The expectation is `mean` for real amplitudes and `complexMean` for complex ones, where `star` conjugates. Both are quadratic forms, defined for vectors of any length.

```lean
/-- The quadratic form of the normal-ordered square at a real amplitude vector. -/
def mean (v : Fin 3 → ℝ) : ℝ := v ⬝ᵥ (wickSquare *ᵥ v)

/-- The quadratic form of the normal-ordered square at a complex amplitude vector. -/
def complexMean (ψ : Fin 3 → ℂ) : ℂ :=
  star ψ ⬝ᵥ (wickSquare.map Complex.ofReal *ᵥ ψ)
```

By hand, $a^2$ takes level 2 to $\sqrt2$ times level 0, $a^{\dagger2}$ does the reverse, and $2a^\dagger a$ has diagonal $(0,2,4)$. Hence
$$M=\begin{pmatrix}0&0&\sqrt2\\0&2&0\\\sqrt2&0&4\end{pmatrix},\qquad \langle v,Mv\rangle=2v_1^2+4v_2^2+2\sqrt2\,v_0v_2 .$$
Lean checks the nine entries, then expands the sums.

```lean
/-- The matrix of the normal-ordered squared field on levels 0, 1, 2. -/
theorem wickSquare_eq : wickSquare = !![0, 0, √2; 0, 2, 0; √2, 0, 4] := by
  ext i j
  fin_cases i <;> fin_cases j <;>
    simp [wickSquare, lower, Matrix.mul_apply, Fin.sum_univ_succ]
  norm_num

/-- The quadratic form written out in the level amplitudes. -/
theorem mean_eq (v : Fin 3 → ℝ) :
    mean v = 2 * v 1 ^ 2 + 4 * v 2 ^ 2 + 2 * √2 * v 0 * v 2 := by
  simp only [mean, wickSquare_eq, dotProduct, Matrix.mulVec, Fin.sum_univ_three]
  simp
  ring
```

The cutoff fixes the number $2-\sqrt6$. With levels 0 and 1 alone the form is $2v_1^2$, which is never negative; with more levels the minimum over unit vectors can only stay or fall, though never below $-1$, since $:\!\varphi^2\!:\;=\varphi^2-1$ and $\varphi^2$ is nonnegative.

## The vacuum value is subtracted

Applying the field gives
$$\varphi v=(v_1,\;v_0+\sqrt2\,v_2,\;\sqrt2\,v_1,\;\sqrt3\,v_2),$$
$$\|\varphi v\|^2=v_0^2+3v_1^2+5v_2^2+2\sqrt2\,v_0v_2 .$$
Removing $\|v\|^2=v_0^2+v_1^2+v_2^2$ leaves exactly $\langle v,Mv\rangle$. In the proof, `h` computes $\varphi v$, and `linear_combination` supplies $\sqrt2^2=2$ and $\sqrt3^2=3$.

```lean
/-- The normal-ordered form is the squared length of the field acting on the state, minus
the squared length of the state. -/
theorem mean_eq_field_sq_sub (v : Fin 3 → ℝ) :
    mean v = (field *ᵥ v) ⬝ᵥ (field *ᵥ v) - v ⬝ᵥ v := by
  have h : field *ᵥ v = ![v 1, v 0 + √2 * v 2, √2 * v 1, √3 * v 2] := by
    ext i
    fin_cases i <;> simp [field, Matrix.mulVec, dotProduct, Fin.sum_univ_three]
  have e : ∀ a b c d : ℝ,
      ![a, b, c, d] ⬝ᵥ ![a, b, c, d] = a * a + b * b + c * c + d * d := by
    intro a b c d
    simp [dotProduct, Fin.sum_univ_four]
  have hs : √2 ^ 2 = (2 : ℝ) := Real.sq_sqrt (by norm_num)
  have hu : √3 ^ 2 = (3 : ℝ) := Real.sq_sqrt (by norm_num)
  rw [mean_eq, h, e]
  simp only [dotProduct, Fin.sum_univ_three]
  linear_combination -(v 1 ^ 2 + v 2 ^ 2) * hs - v 2 ^ 2 * hu
```

Without the subtraction, only the squared length $\|\varphi v\|^2$ remains, and it cannot be negative.

## The state has unit length

Normalisation makes the total probability 1. It enters only at the end; the preceding identity holds for every $v$. Put $c=\sqrt2(\sqrt6+2)/2$. Since $(\sqrt6-2)(\sqrt6+2)=2$, we have $(\sqrt6-2)c=\sqrt2$ and $(\sqrt6-2)c^2=\sqrt6+2$. Comparing coefficients gives
$$\langle v,Mv\rangle=(2-\sqrt6)\|v\|^2+\sqrt6\,v_1^2+(\sqrt6-2)(v_0+cv_2)^2 .$$

```lean
/-- Completing the square: the form is `2 - √6` times the squared length of the state plus
two weighted squares. -/
theorem mean_eq_add_squares (v : Fin 3 → ℝ) :
    mean v = (2 - √6) * (v ⬝ᵥ v) + √6 * v 1 ^ 2
      + (√6 - 2) * (v 0 + √2 * (√6 + 2) / 2 * v 2) ^ 2 := by
  have hs : √2 ^ 2 = (2 : ℝ) := Real.sq_sqrt (by norm_num)
  have ht : √6 ^ 2 = (6 : ℝ) := Real.sq_sqrt (by norm_num)
  rw [mean_eq]
  simp only [dotProduct, Fin.sum_univ_three]
  linear_combination (-(√6 + 2) * (√6 ^ 2 - 4) / 4 * v 2 ^ 2) * hs
    + (-√2 * v 0 * v 2 - (√6 + 2) / 2 * v 2 ^ 2) * ht
```

Because $4<6$, the last weight is positive.

```lean
lemma two_lt_sqrt_six : (2 : ℝ) < √6 :=
  (Real.lt_sqrt (by norm_num)).2 (by norm_num)
```

Both squares are then nonnegative, which gives the lower bound.

```lean
/-- The form is at least `2 - √6` times the squared length of the state. -/
theorem mean_lower_bound (v : Fin 3 → ℝ) : (2 - √6) * (v ⬝ᵥ v) ≤ mean v := by
  have h1 : 0 ≤ √6 * v 1 ^ 2 := by positivity
  have h2 : 0 ≤ (√6 - 2) * (v 0 + √2 * (√6 + 2) / 2 * v 2) ^ 2 :=
    mul_nonneg (sub_nonneg.2 two_lt_sqrt_six.le) (sq_nonneg _)
  rw [mean_eq_add_squares]
  linarith
```

Equality forces both squares to vanish: $v_1=0$ and $v_0=-cv_2$. Conversely, these values give equality by substitution.

```lean
/-- The lower bound is attained exactly when the amplitude of level 1 is zero and that of level 0 is
`-(√2 (√6 + 2) / 2)` times that of level 2. -/
theorem mean_eq_bound_iff (v : Fin 3 → ℝ) :
    mean v = (2 - √6) * (v ⬝ᵥ v) ↔
      v 1 = 0 ∧ v 0 = -(√2 * (√6 + 2) / 2) * v 2 := by
  have hpos : 0 < √6 - 2 := sub_pos.2 two_lt_sqrt_six
  rw [mean_eq_add_squares]
  constructor
  · intro h
    -- two nonnegative terms with sum zero both vanish
    have h1 : 0 ≤ √6 * v 1 ^ 2 := by positivity
    have h2 : 0 ≤ (√6 - 2) * (v 0 + √2 * (√6 + 2) / 2 * v 2) ^ 2 :=
      mul_nonneg hpos.le (sq_nonneg _)
    have e1 : √6 * v 1 ^ 2 = 0 := by linarith
    have e2 : (√6 - 2) * (v 0 + √2 * (√6 + 2) / 2 * v 2) ^ 2 = 0 := by linarith
    have f1 := (mul_eq_zero.1 e1).resolve_left (by positivity)
    have f2 := (mul_eq_zero.1 e2).resolve_left hpos.ne'
    have g1 := (pow_eq_zero_iff two_ne_zero).1 f1
    have g2 := (pow_eq_zero_iff two_ne_zero).1 f2
    exact ⟨g1, by linarith⟩
  · rintro ⟨h1, h0⟩
    rw [h1, h0]
    ring
```

For $v=(-cr,0,r)$, the squared length is $r^2(c^2+1)=r^2(6+2\sqrt6)$, so $r=1/\sqrt{6+2\sqrt6}$ normalises it. Up to an overall sign, the normalised minimiser is approximately $(-0.953,0,0.303)$. `IsLeast` says that $2-\sqrt6$ is attained by a real unit vector and lies below every other such expectation. The proof builds this vector for the first part and sets `v ⬝ᵥ v` to 1 in the bound for the second.

```lean
/-- The minimum expectation of the normal-ordered squared field over real unit vectors on
levels 0, 1, 2 is `2 - √6`, and this number is negative. -/
theorem wickSquare_minimum :
    IsLeast {x : ℝ | ∃ v : Fin 3 → ℝ, v ⬝ᵥ v = 1 ∧ mean v = x} (2 - √6)
      ∧ 2 - √6 < 0 := by
  refine ⟨⟨?_, ?_⟩, sub_neg.2 two_lt_sqrt_six⟩
  · -- normalise the vector from the equality case
    have hs : √2 ^ 2 = (2 : ℝ) := Real.sq_sqrt (by norm_num)
    have ht : √6 ^ 2 = (6 : ℝ) := Real.sq_sqrt (by norm_num)
    obtain ⟨r, hr⟩ : ∃ r : ℝ, r ^ 2 * (6 + 2 * √6) = 1 := by
      refine ⟨(√(6 + 2 * √6))⁻¹, ?_⟩
      rw [inv_pow, Real.sq_sqrt (by positivity)]
      exact inv_mul_cancel₀ (by positivity)
    let v : Fin 3 → ℝ := ![-(√2 * (√6 + 2) / 2) * r, 0, r]
    have hn : v ⬝ᵥ v = 1 := by
      simp only [dotProduct, Fin.sum_univ_three]
      change -(√2 * (√6 + 2) / 2) * r * (-(√2 * (√6 + 2) / 2) * r)
        + (0 : ℝ) * 0 + r * r = 1
      linear_combination hr + (√6 + 2) ^ 2 / 4 * r ^ 2 * hs + r ^ 2 / 2 * ht
    have hm := (mean_eq_bound_iff v).2 ⟨rfl, rfl⟩
    rw [hn, mul_one] at hm
    exact ⟨v, hn, hm⟩
  · rintro x ⟨v, hn, rfl⟩
    have h := mean_lower_bound v
    rwa [hn, mul_one] at h
```

Without normalisation there is no minimum: scaling $v$ by $s$ scales the form by $s^2$, so negative values grow without limit.

A simple state comes close. For $v=(-3,0,1)/\sqrt{10}$,
$$\langle v,Mv\rangle=\frac{4-6\sqrt2}{10}\approx-0.4485,\qquad 2-\sqrt6\approx-0.4495 .$$
Here $\|\varphi v\|^2\approx0.5515$, which is the same value plus 1. For this single mode with at most two quanta, the negative expectation means field fluctuations below the vacuum level, as in squeezing.

## The amplitudes are real

Real amplitudes restrict the relative phases of the levels. Write $\psi=x+iy$ with $x,y$ real. As $M$ is real and symmetric, the cross terms $i(\langle x,My\rangle-\langle y,Mx\rangle)$ cancel, so
$$\langle\psi,M\psi\rangle=\langle x,Mx\rangle+\langle y,My\rangle .$$
Lean compares real and imaginary parts separately.

```lean
/-- For complex amplitudes the form is real, and is the sum of the forms at the real and
imaginary parts of the amplitudes. -/
theorem complexMean_eq (ψ : Fin 3 → ℂ) :
    complexMean ψ =
      ((mean (fun i => (ψ i).re) + mean (fun i => (ψ i).im) : ℝ) : ℂ) := by
  rw [mean_eq, mean_eq]
  simp only [complexMean, wickSquare_eq, dotProduct, Matrix.mulVec, Fin.sum_univ_three,
    Matrix.map_apply, Pi.star_apply]
  apply Complex.ext
  · rw [Complex.ofReal_re]
    simp
    ring
  · rw [Complex.ofReal_im]
    simp
    ring
```

Dropping the restriction therefore does not lower the bound. The hypothesis `hψ` states $\sum_i|\psi_i|^2=1$, which becomes $\|x\|^2+\|y\|^2=1$ in `hn`. Adding the real bounds for $x$ and $y$ gives $2-\sqrt6$ again. The theorem is stated for the real part, which is the whole expectation by the preceding identity.

```lean
/-- Every complex unit vector on levels 0, 1, 2 gives the normal-ordered squared field an
expectation of at least `2 - √6`. -/
theorem complexMean_lower_bound (ψ : Fin 3 → ℂ) (hψ : ∑ i, ‖ψ i‖ ^ 2 = 1) :
    2 - √6 ≤ (complexMean ψ).re := by
  have h1 := mean_lower_bound (fun i => (ψ i).re)
  have h2 := mean_lower_bound (fun i => (ψ i).im)
  have hn : (fun i => (ψ i).re) ⬝ᵥ (fun i => (ψ i).re)
      + (fun i => (ψ i).im) ⬝ᵥ (fun i => (ψ i).im) = 1 := by
    rw [← hψ]
    simp only [dotProduct, Complex.sq_norm, Complex.normSq_apply, Finset.sum_add_distrib]
  rw [complexMean_eq, Complex.ofReal_re]
  calc 2 - √6 = (2 - √6) * ((fun i => (ψ i).re) ⬝ᵥ (fun i => (ψ i).re)
        + (fun i => (ψ i).im) ⬝ᵥ (fun i => (ψ i).im)) := by rw [hn, mul_one]
    _ ≤ _ := by rw [mul_add]; exact add_le_add h1 h2

end

end NegativeWickSquare
```

```lean
#print axioms NegativeWickSquare.mean_eq_field_sq_sub
#print axioms NegativeWickSquare.wickSquare_minimum
#print axioms NegativeWickSquare.complexMean_lower_bound
```

```
'NegativeWickSquare.mean_eq_field_sq_sub' depends on axioms: [propext, Classical.choice, Quot.sound]
'NegativeWickSquare.wickSquare_minimum' depends on axioms: [propext, Classical.choice, Quot.sound]
'NegativeWickSquare.complexMean_lower_bound' depends on axioms: [propext, Classical.choice, Quot.sound]
```
